# Negative density at the centre of a semicircular band when the disorder expansion is cut after second order and the variance exceeds D²/2

An electron moves on a lattice of equivalent sites whose energies fluctuate at random, as in a substitutional alloy. The fluctuations are independent from site to site, with mean zero and variance m. If the disorder expansion is cut after its first non-vanishing correction, can the averaged density of states become negative? For a semicircular band the variance at which this happens can be found exactly.

Let G0(E) be the site-diagonal Green's function of the clean lattice and g_ij its element between sites i and j. The average of the first-order term vanishes. The second-order term is m G0(E) Σ_j g_0j g_j0, and the sum equals −G0'(E), because the square of a resolvent is minus its energy derivative. The truncated average is therefore

G_trunc = G0 − m G0 G0'.

The same second-order self-energy, m G0(E), can instead be placed in the argument of the clean function:

G_res = G0(E − m G0(E)).

This self-energy is computed from the clean band and is not iterated to self-consistency.

## Signs of the two densities

Take a semicircular band of half-width D > 0. For |E| < D, with s = √(D² − E²),

G0(E) = 2(E − i s)/D².

The density belonging to a Green's function G is −Im G/π. For m > 0, the truncated density at E = 0 is negative exactly when m > D²/2, while the resummed density is positive at every energy with |E| < D.

**Truncated density.** Differentiation gives

G0'(E) = 2(1 + iE/s)/D²,

so the product is

G0 G0' = 4(E − i s)(1 + iE/s)/D⁴ = 4[2E + i(E² − s²)/s]/D⁴.

Since E² − s² = 2E² − D², the truncated density is

−Im G_trunc/π = 2[D²(D² − E²) − 2m(D² − 2E²)]/(π D⁴ s).

The denominator is positive, so the density is negative exactly when

D²(D² − E²) < 2m(D² − 2E²).

At E = 0 this reads D⁴ < 2mD², or m > D²/2.

No other energy in the band gives a lower threshold. Suppose 0 ≤ m ≤ D²/2. If D² − 2E² ≥ 0, the right-hand side is at most D²(D² − 2E²), which does not exceed the left-hand side. If D² − 2E² < 0, the right-hand side is at most zero and the left-hand side is positive. Staying below the threshold does not make the truncation accurate: for every m > 0 its density grows without bound as |E| approaches D.

**Resummed density at the centre.** Here G0(0) = −2i/D, so the shifted energy is iy with y = 2m/D, and

G_res = 2i(y − √(y² + D²))/D².

Its imaginary part is negative.

**Resummed density across the band.** Since Im G0(E) < 0 and m > 0, the shifted energy z = E − m G0(E) lies in the upper half-plane. Write z = u + iv with v > 0, and let a + ib be the root of D² − z² with a ≥ 0. Squaring gives

a² − b² = D² − u² + v²,  ab = −uv.

Multiplying the first equation by a² and replacing a²b² by u²v² gives

(a² − v²)(a² + u²) = a²D².

If a were zero, then uv = 0 would force u = 0, and the first equation would become −b² = D² + v², which is impossible. So a > 0, hence a² > v² and a > v. Therefore

Im G0(z) = 2(v − a)/D² < 0,

and the resummed density is positive.

For a single non-interacting band of this shape, the comparison bears on averaged densities of states in alloy calculations: a second-order self-energy can keep the density positive where the expansion of G to the same order does not. A positive density need not be accurate. If every site energy is +√m or −√m with equal probability and m > D², the disorder is too strong for the clean band to bring any level to E = 0, so the exact density there is zero, while the resummed one is positive.

## The band and its two corrections in Lean

```lean
import Mathlib

open Complex

namespace SemicircularDisorder

noncomputable section
```

The clean band is one function of complex energy. The exponent `1 / 2` denotes the principal square root. At real energies above the band this root selects the unphysical branch, and the theorems do not use the function there.

```lean
/-- A formula in the complex energy `z`, written with the principal square root. For `D > 0` it is
the retarded Green's function of a clean semicircular band of half-width `D` when `z` lies in the
upper half-plane or inside the real band. -/
def bandGreen (D : ℝ) (z : ℂ) : ℂ :=
  2 * (z - I * ((D : ℂ) ^ 2 - z ^ 2) ^ (1 / 2 : ℂ)) / (D : ℂ) ^ 2
```

The truncation contains the complex derivative `deriv (bandGreen D)`. The real parameter `m` is the variance, an energy squared, and not a mass.

```lean
/-- The disorder expansion cut after second order in the potential, `G0 - m G0 G0'`,
for disorder variance `m` and an energy `|E| < D`. -/
def truncatedGreen (D m E : ℝ) : ℂ :=
  bandGreen D E - m * bandGreen D E * deriv (bandGreen D) E

/-- The resummed Green's function: the clean one at the energy shifted by the
self-energy `m G0(E)`, for `|E| < D`. -/
def resummedGreen (D m E : ℝ) : ℂ :=
  bandGreen D (E - m * bandGreen D E)

/-- The density of states `-Im G / π` belonging to a value `G` of a Green's function. -/
def density (G : ℂ) : ℝ := -G.im / Real.pi
```

These definitions are where the formal account starts. The disorder average that leads from random site energies to G0 − m G0 G0' is the physical input; it is not derived in Lean. The band shape is likewise given, not obtained from a lattice Hamiltonian.

## The root and the derivative inside the band

The first lemma supplies a ≥ 0. The argument of the root is half that of the original number, so it lies between −π/2 and π/2, where the cosine is nonnegative.

```lean
/-- The principal square root has nonnegative real part. -/
theorem root_re_nonneg (w : ℂ) : 0 ≤ (w ^ (1 / 2 : ℂ)).re := by
  by_cases hw : w = 0
  · rw [hw, Complex.zero_cpow (by norm_num)]
    simp
  · have him : (Complex.log w * (1 / 2 : ℂ)).im = w.arg / 2 := by
      have h2 : (1 / 2 : ℂ) = ((1 / 2 : ℝ) : ℂ) := by norm_num
      rw [h2, Complex.im_mul_ofReal, Complex.log_im]
      ring
    rw [Complex.cpow_def_of_ne_zero hw, Complex.exp_re, him]
    exact mul_nonneg (Real.exp_pos _).le (Real.cos_nonneg_of_mem_Icc
      ⟨by linarith [Complex.neg_pi_lt_arg w], by linarith [Complex.arg_le_pi w]⟩)
```

The second identifies the complex root with the ordinary one on nonnegative reals.

```lean
/-- On nonnegative real numbers the principal square root is the real one. -/
theorem root_ofReal {x : ℝ} (hx : 0 ≤ x) : (x : ℂ) ^ (1 / 2 : ℂ) = (Real.sqrt x : ℂ) := by
  rw [Real.sqrt_eq_rpow, Complex.ofReal_cpow hx]
  norm_num
```

Together with D² − E² > 0, it recovers the textbook form of G0 for |E| < D.

```lean
/-- Inside the band, `G0(E) = 2 (E - i √(D² - E²)) / D²`. -/
theorem bandGreen_real {D E : ℝ} (h : |E| < D) :
    bandGreen D E = 2 * ((E : ℂ) - I * (Real.sqrt (D ^ 2 - E ^ 2) : ℂ)) / (D : ℂ) ^ 2 := by
  have hx : 0 < D ^ 2 - E ^ 2 := sub_pos.2 (sq_lt_sq' (abs_lt.1 h).1 (abs_lt.1 h).2)
  have hs : (D : ℂ) ^ 2 - (E : ℂ) ^ 2 = ((D ^ 2 - E ^ 2 : ℝ) : ℂ) := by simp
  rw [bandGreen, hs, root_ofReal hx.le]
```

The derivative follows from the chain rule. The principal root is differentiable at D² − E² because this number is positive and so lies off the branch cut, which is the content of `hslit`. The step `hp` turns the power −1/2 into 1/s.

```lean
/-- Inside the band, `G0'(E) = 2 (1 + i E / √(D² - E²)) / D²`. -/
theorem bandGreen_hasDerivAt {D E : ℝ} (h : |E| < D) :
    HasDerivAt (bandGreen D)
      (2 * (1 + I * E / (Real.sqrt (D ^ 2 - E ^ 2) : ℂ)) / (D : ℂ) ^ 2) (E : ℂ) := by
  have hx : 0 < D ^ 2 - E ^ 2 := sub_pos.2 (sq_lt_sq' (abs_lt.1 h).1 (abs_lt.1 h).2)
  have hs : (D : ℂ) ^ 2 - (E : ℂ) ^ 2 = ((D ^ 2 - E ^ 2 : ℝ) : ℂ) := by simp
  have hslit : (D : ℂ) ^ 2 - (E : ℂ) ^ 2 ∈ Complex.slitPlane := by
    rw [hs]
    exact Complex.ofReal_mem_slitPlane.2 hx
  have hf : HasDerivAt (fun z : ℂ => (D : ℂ) ^ 2 - z ^ 2) (-(2 * (E : ℂ))) E :=
    ((hasDerivAt_pow 2 (E : ℂ)).const_sub ((D : ℂ) ^ 2)).congr_deriv (by simp)
  have hr := hf.cpow_const (c := (1 / 2 : ℂ)) hslit
  -- the power -1/2 is the inverse of the real square root
  have hp : ((D : ℂ) ^ 2 - (E : ℂ) ^ 2) ^ ((1 / 2 : ℂ) - 1)
      = 1 / (Real.sqrt (D ^ 2 - E ^ 2) : ℂ) := by
    have hq : (Real.sqrt (D ^ 2 - E ^ 2) : ℂ) ^ 2 = ((D ^ 2 - E ^ 2 : ℝ) : ℂ) := by
      rw [← Complex.ofReal_pow, Real.sq_sqrt hx.le]
    rw [Complex.cpow_sub _ _ (Complex.slitPlane_ne_zero hslit), Complex.cpow_one, hs,
      root_ofReal hx.le, div_eq_div_iff (Complex.ofReal_ne_zero.2 hx.ne')
        (Complex.ofReal_ne_zero.2 (Real.sqrt_pos.2 hx).ne')]
    linear_combination hq
  have hg := (((hasDerivAt_id' (E : ℂ)).fun_sub (hr.const_mul I)).const_mul 2).div_const
    ((D : ℂ) ^ 2)
  refine hg.congr_deriv ?_
  simp only [hp]
  ring
```

The next theorem connects the two approximations: at m = 0, the derivative of G_res with respect to m is −G0 G0'. The truncation therefore keeps the value and the first-order term of the resummed function. The proof applies the chain rule in a complex variable and then restricts it to real m.

```lean
/-- Inside the band, the derivative of the resummed Green's function with respect to the disorder
variance `m`, at zero variance, is `-G0 G0'`, the coefficient of `m` in the truncation. -/
theorem resummed_first_order {D E : ℝ} (h : |E| < D) :
    HasDerivAt (fun m : ℝ => resummedGreen D m E)
      (-(bandGreen D E * deriv (bandGreen D) E)) 0 := by
  have hb := (bandGreen_hasDerivAt h).differentiableAt.hasDerivAt
  have hi : HasDerivAt (fun μ : ℂ => (E : ℂ) - μ * bandGreen D E)
      (-(1 * bandGreen D E)) ((0 : ℝ) : ℂ) :=
    ((hasDerivAt_id' _).mul_const _).const_sub _
  have hc := hb.comp_of_eq ((0 : ℝ) : ℂ) hi (by simp)
  exact hc.comp_ofReal.congr_deriv (by ring)
```

## Where the truncated density is negative

The criterion at a general band energy holds for every real `m`. In the proof, `key` separates the real and imaginary parts of the truncated function, using i² = −1 and s · s⁻¹ = 1. Then `hval` is the closed form of the density derived above, and its positive denominator leaves only the sign of the numerator.

```lean
/-- At an energy `E` inside the band, the truncated density of states is negative exactly when
`D² (D² - E²) < 2 m (D² - 2 E²)`. -/
theorem truncated_neg_iff {D E : ℝ} (m : ℝ) (h : |E| < D) :
    density (truncatedGreen D m E) < 0 ↔
      D ^ 2 * (D ^ 2 - E ^ 2) < 2 * m * (D ^ 2 - 2 * E ^ 2) := by
  have hD : 0 < D := (abs_nonneg E).trans_lt h
  have hx : 0 < D ^ 2 - E ^ 2 := sub_pos.2 (sq_lt_sq' (abs_lt.1 h).1 (abs_lt.1 h).2)
  have hs : 0 < Real.sqrt (D ^ 2 - E ^ 2) := Real.sqrt_pos.2 hx
  have hpi := Real.pi_pos
  have hss : (Real.sqrt (D ^ 2 - E ^ 2) : ℂ) * (Real.sqrt (D ^ 2 - E ^ 2) : ℂ)⁻¹ = 1 :=
    mul_inv_cancel₀ (Complex.ofReal_ne_zero.2 hs.ne')
  -- split the truncated Green's function into real and imaginary part
  have key : truncatedGreen D m E = ((2 * E / D ^ 2 - 8 * m * E / D ^ 4 : ℝ) : ℂ)
      + ((-2 * Real.sqrt (D ^ 2 - E ^ 2) / D ^ 2 - 4 * m * (E ^ 2 / Real.sqrt (D ^ 2 - E ^ 2)
        - Real.sqrt (D ^ 2 - E ^ 2)) / D ^ 4 : ℝ) : ℂ) * I := by
    rw [truncatedGreen, (bandGreen_hasDerivAt h).deriv, bandGreen_real h]
    push_cast
    linear_combination (4 * (m : ℂ) * E / (D : ℂ) ^ 4) * ((Real.sqrt (D ^ 2 - E ^ 2) : ℂ)
      * (Real.sqrt (D ^ 2 - E ^ 2) : ℂ)⁻¹) * I_sq - (4 * (m : ℂ) * E / (D : ℂ) ^ 4) * hss
  have hval : density (truncatedGreen D m E) =
      2 * (D ^ 2 * (D ^ 2 - E ^ 2) - 2 * m * (D ^ 2 - 2 * E ^ 2))
        / (Real.pi * D ^ 4 * Real.sqrt (D ^ 2 - E ^ 2)) := by
    rw [density, key, Complex.add_im, Complex.ofReal_im, Complex.im_ofReal_mul, Complex.I_im]
    have hE : E ^ 2 = D ^ 2 - Real.sqrt (D ^ 2 - E ^ 2) ^ 2 := by
      linarith [Real.sq_sqrt hx.le]
    clear key hss
    generalize Real.sqrt (D ^ 2 - E ^ 2) = s at hs hE ⊢
    rw [hE]
    field_simp
    ring
  rw [hval, div_lt_iff₀ (by positivity), zero_mul]
  constructor <;> intro h' <;> linarith
```

The statement about the whole band assumes `0 ≤ m`, as a variance requires. One direction splits on the sign of D² − 2E², as in the derivation; the other exhibits E = 0.

```lean
/-- For half-width `D > 0` and variance `m ≥ 0`, the truncated density is negative somewhere inside
the band exactly when `m > D²/2`. -/
theorem truncated_neg_somewhere_iff {D m : ℝ} (hD : 0 < D) (hm : 0 ≤ m) :
    (∃ E : ℝ, |E| < D ∧ density (truncatedGreen D m E) < 0) ↔ D ^ 2 / 2 < m := by
  have hD2 : 0 < D ^ 2 := by positivity
  constructor
  · rintro ⟨E, hE, hneg⟩
    rw [truncated_neg_iff m hE] at hneg
    have hx : 0 < D ^ 2 - E ^ 2 := sub_pos.2 (sq_lt_sq' (abs_lt.1 hE).1 (abs_lt.1 hE).2)
    by_contra hc
    have hc' : 0 ≤ D ^ 2 - 2 * m := by linarith [not_lt.1 hc]
    rcases le_total 0 (D ^ 2 - 2 * E ^ 2) with h1 | h1
    · nlinarith [mul_nonneg h1 hc', mul_nonneg hD2.le (sq_nonneg E)]
    · nlinarith [mul_nonneg hm (neg_nonneg.2 h1), mul_pos hD2 hx]
  · intro h
    refine ⟨0, by simpa using hD, ?_⟩
    rw [truncated_neg_iff m (by simpa using hD)]
    nlinarith [mul_pos hD2 (sub_pos.2 h)]
```

## Positivity after resummation

The half-plane lemma carries the main inequality. In it `w` is the root, so `w.re` is a, `w.im` is b, and `z.re` and `z.im` are u and v. The real and imaginary parts of w² = D² − z² are `h1` and `h2`; `key` is the factorised identity, `ha` excludes a = 0, and `hlt` is v < a.

```lean
/-- For `D > 0`, the clean Green's function has negative imaginary part in the upper half-plane. -/
theorem bandGreen_im_neg {D : ℝ} {z : ℂ} (hD : 0 < D) (hz : 0 < z.im) :
    (bandGreen D z).im < 0 := by
  obtain ⟨w, hw⟩ : ∃ w, w = ((D : ℂ) ^ 2 - z ^ 2) ^ (1 / 2 : ℂ) := ⟨_, rfl⟩
  have hroot : ∀ u : ℂ, (u ^ (1 / 2 : ℂ)) ^ 2 = u := by
    intro u
    rw [← Complex.cpow_nat_mul, show ((2 : ℕ) : ℂ) * (1 / 2) = 1 by norm_num, Complex.cpow_one]
  have hre : 0 ≤ w.re := by
    rw [hw]
    exact root_re_nonneg _
  have hsq : w ^ 2 = (D : ℂ) ^ 2 - z ^ 2 := by
    rw [hw]
    exact hroot _
  have h1 := congrArg Complex.re hsq
  have h2 := congrArg Complex.im hsq
  simp only [pow_two, Complex.sub_re, Complex.sub_im, Complex.mul_re, Complex.mul_im,
    Complex.ofReal_re, Complex.ofReal_im] at h1 h2
  have h3 : w.re * w.im = -(z.re * z.im) := by linarith
  have key : (w.re ^ 2 - z.im ^ 2) * (w.re ^ 2 + z.re ^ 2) = w.re ^ 2 * D ^ 2 := by
    linear_combination w.re ^ 2 * h1 + (w.re * w.im - z.re * z.im) * h3
  have ha : 0 < w.re := by
    rcases hre.eq_or_lt with h0 | h0
    · have hxy : z.re * z.im = 0 := by
        rw [← h0] at h3
        linarith
      have hx : z.re = 0 := (mul_eq_zero.1 hxy).resolve_right hz.ne'
      rw [← h0, hx] at h1
      nlinarith [mul_pos hD hD, mul_pos hz hz, mul_self_nonneg w.im]
    · exact h0
  -- the real part of the root exceeds the imaginary part of the energy
  have hlt : z.im < w.re := by
    by_contra hc
    have hle : 0 ≤ z.im ^ 2 - w.re ^ 2 :=
      sub_nonneg.2 (pow_le_pow_left₀ hre (not_lt.1 hc) 2)
    have hpos : 0 < w.re ^ 2 * D ^ 2 := by positivity
    nlinarith [mul_nonneg hle (add_nonneg (sq_nonneg w.re) (sq_nonneg z.re))]
  have hG : bandGreen D z = ((2 / D ^ 2 : ℝ) : ℂ) * (z - I * w) := by
    rw [bandGreen, ← hw]
    push_cast
    ring
  rw [hG, Complex.im_ofReal_mul, Complex.sub_im, Complex.I_mul_im]
  exact mul_neg_of_pos_of_neg (by positivity) (by linarith)
```

At the centre, `h0` evaluates G0(0), `harg` places the shifted energy at iy, and `hsq` shows that the number under the root is y² + D².

```lean
/-- For `D > 0`, the resummed Green's function at the band centre is `2i (y - √(y² + D²)) / D²` with
`y = 2m/D`. -/
theorem resummed_center {D : ℝ} (m : ℝ) (hD : 0 < D) :
    resummedGreen D m 0 = 2 * I * (((2 * m / D : ℝ) : ℂ)
      - (Real.sqrt ((2 * m / D) ^ 2 + D ^ 2) : ℂ)) / (D : ℂ) ^ 2 := by
  have hD' : (D : ℂ) ≠ 0 := Complex.ofReal_ne_zero.2 hD.ne'
  have h0 : bandGreen D ((0 : ℝ) : ℂ) = -(2 * I / D) := by
    have hr : Real.sqrt (D ^ 2 - 0 ^ 2) = D := by
      rw [show D ^ 2 - 0 ^ 2 = D ^ 2 by ring]
      exact Real.sqrt_sq hD.le
    rw [bandGreen_real (by simpa using hD), hr, Complex.ofReal_zero]
    field_simp
    ring
  -- the self-energy shifts the energy to the point iy
  have harg : ((0 : ℝ) : ℂ) - m * bandGreen D ((0 : ℝ) : ℂ) = I * ((2 * m / D : ℝ) : ℂ) := by
    rw [h0]
    push_cast
    ring
  have hsq : (D : ℂ) ^ 2 - (I * ((2 * m / D : ℝ) : ℂ)) ^ 2
      = (((2 * m / D) ^ 2 + D ^ 2 : ℝ) : ℂ) := by
    rw [mul_pow, I_sq]
    push_cast
    ring
  rw [resummedGreen, harg, bandGreen, hsq, root_ofReal (by positivity)]
  ring
```

The final theorem joins the two statements for D > 0 and m > 0. Its first part is the general criterion at E = 0, with the factor D² removed. For the second, `hg` gives Im G0(E) < 0, `harg` moves the energy into the upper half-plane, and the half-plane lemma finishes the argument. The band edges |E| = D are excluded.

```lean
/-- For a semicircular band of half-width `D > 0` and disorder variance `m > 0`, the truncated
density at the band centre is negative exactly when `m > D²/2`, while the resummed density is
positive at every energy inside the band. -/
theorem truncation_versus_resummation {D m : ℝ} (hD : 0 < D) (hm : 0 < m) :
    (density (truncatedGreen D m 0) < 0 ↔ D ^ 2 / 2 < m) ∧
      ∀ E : ℝ, |E| < D → 0 < density (resummedGreen D m E) := by
  have hD2 : 0 < D ^ 2 := by positivity
  constructor
  · rw [truncated_neg_iff m (by simpa using hD)]
    constructor
    · intro h
      by_contra hc
      nlinarith [mul_nonneg hD2.le (sub_nonneg.2 (not_lt.1 hc))]
    · intro h
      nlinarith [mul_pos hD2 (sub_pos.2 h)]
  · intro E hE
    have hx : 0 < D ^ 2 - E ^ 2 := sub_pos.2 (sq_lt_sq' (abs_lt.1 hE).1 (abs_lt.1 hE).2)
    have hs : 0 < Real.sqrt (D ^ 2 - E ^ 2) := Real.sqrt_pos.2 hx
    have hg : (bandGreen D E).im < 0 := by
      have hG : bandGreen D E = ((2 / D ^ 2 : ℝ) : ℂ)
          * ((E : ℂ) - I * (Real.sqrt (D ^ 2 - E ^ 2) : ℂ)) := by
        rw [bandGreen_real hE]
        push_cast
        ring
      rw [hG, Complex.im_ofReal_mul, Complex.sub_im, Complex.I_mul_im, Complex.ofReal_im,
        Complex.ofReal_re]
      exact mul_neg_of_pos_of_neg (by positivity) (by linarith)
    -- the self-energy moves the energy into the upper half-plane
    have harg : 0 < ((E : ℂ) - m * bandGreen D E).im := by
      rw [Complex.sub_im, Complex.ofReal_im, Complex.im_ofReal_mul]
      linarith [mul_neg_of_pos_of_neg hm hg]
    exact div_pos (neg_pos.2 (bandGreen_im_neg hD harg)) Real.pi_pos

end

end SemicircularDisorder
```

```lean
#print axioms SemicircularDisorder.resummed_first_order
#print axioms SemicircularDisorder.truncated_neg_somewhere_iff
#print axioms SemicircularDisorder.resummed_center
#print axioms SemicircularDisorder.truncation_versus_resummation
```

```
'SemicircularDisorder.resummed_first_order' depends on axioms: [propext, Classical.choice, Quot.sound]
'SemicircularDisorder.truncated_neg_somewhere_iff' depends on axioms: [propext, Classical.choice, Quot.sound]
'SemicircularDisorder.resummed_center' depends on axioms: [propext, Classical.choice, Quot.sound]
'SemicircularDisorder.truncation_versus_resummation' depends on axioms: [propext, Classical.choice, Quot.sound]
```
